# Golden-ratio convergence of the secant iteration for the residual $x + cx^2$

A secant step divides by the difference of two residuals, and that difference can vanish far from the solution. Take the residual $R(x) = x + x^2$, whose root of interest is $x = 0$. The points $-0.3$ and $-0.7$ both have residual $-0.21$, so the secant through them is horizontal and there is no next iterate. Close to the root a different worry appears: numerator and denominator both shrink, and without an estimate one knows neither that the quotient stays defined nor how fast the error falls. For a quadratic residual, two starting points that are distinct, nonzero and small enough settle both questions.

## From a self-consistency loop to a quadratic residual

Suppose a self-consistent calculation depends on one parameter $\xi$, such as the amplitude of a density change. One cycle turns the input $\xi$ into an output $G(\xi)$, and self-consistency means $\xi^* = G(\xi^*)$. With $x = \xi - \xi^*$, the mismatch $\xi - G(\xi)$ is to second order $ax + bx^2$, where $a = 1 - G'(\xi^*)$ is assumed nonzero. Multiplying the residual by a constant leaves the secant step unchanged, so we divide by $a$ and study
$$R(x) = x + cx^2, \qquad c = b/a .$$
The constant $c$ measures the curvature of the residual relative to its slope at the solution. Replacing the true residual by this one-variable quadratic is the step that the hypotheses below do not justify.

In a running calculation neither $c$ nor $\xi^*$ is known. The program keeps the last two inputs, $\eta$ (older) and $\xi$ (newer), with their residuals $f(\eta) = \eta - G(\eta)$ and $f(\xi) = \xi - G(\xi)$, and sets
$$\xi_{\text{new}} = \xi - f(\xi)\,\frac{\xi - \eta}{f(\xi) - f(\eta)} .$$
Each step costs one new residual, that is, one more cycle. The second starting input usually comes from a simple damped step. In the shifted variable with $c = 1$, the inputs $0.25$ and $0.2$ have residuals $0.3125$ and $0.24$. The slope is $1.45$, and the next input is $0.2 - 0.24/1.45 \approx 0.0345$. Two further steps give about $0.0056$ and $0.00019$.

## The error recursion by hand

Let $y$ be the older point and $x$ the newer one. The difference of residuals factors:
$$R(x) - R(y) = (x - y) + c(x^2 - y^2) = (x-y)\bigl(1 + c(x+y)\bigr).$$
If $x \ne y$ and $D = 1 + c(x+y) \neq 0$, the factor $x-y$ cancels in the secant step:
$$x - \frac{x + cx^2}{D} = \frac{x + cx^2 + cxy - x - cx^2}{D} = \frac{cxy}{D}.$$
Since the root is $0$, this is the new error: a product of the two previous ones, up to a factor.

Write $x_n$ for the iterates and $e_n = |c x_n|$ for the scaled errors. Suppose $x_n \ne x_{n+1}$, $2e_n \le \tfrac12$ and $2e_{n+1} \le \tfrac12$. Then $|c(x_n + x_{n+1})| \le \tfrac12$, so the denominator satisfies $\tfrac12 \le |D| \le \tfrac32$. From $e_{n+2}|D| = e_{n+1}e_n$ we get
$$2e_{n+2} \le (2e_{n+1})(2e_n), \qquad \tfrac23 e_{n+2} \ge \bigl(\tfrac23 e_{n+1}\bigr)\bigl(\tfrac23 e_n\bigr).$$

These estimates keep the iteration going. Because $e_n \le \tfrac14$, the first gives $e_{n+2} \le \tfrac12 e_{n+1}$, so the new point is again in the region. The second shows that it is not zero if $c$ and the two previous points are not. A nonzero error that at least halves has changed, so the new point also differs from the last one. By induction every step is defined.

Now let $2e_0$ and $2e_1$ be at most $r \le \tfrac12$. Errors multiply, so exponents add. With the Fibonacci numbers $F_1 = F_2 = 1$, $F_{k+2} = F_{k+1} + F_k$,
$$2e_{n+2} \le r^{F_{n+2}}\, r^{F_{n+1}} = r^{F_{n+3}}, \qquad\text{hence}\qquad 2e_n \le r^{F_{n+1}} \text{ for all } n.$$
In the same way, if $\tfrac23e_0$ and $\tfrac23e_1$ are at least $s \ge 0$, then $\tfrac23 e_n \ge s^{F_{n+1}}$.

Finally, let $\varphi = (1+\sqrt5)/2$, so that $\varphi^2 = \varphi + 1$. The powers of $\varphi$ obey the Fibonacci recursion, and $\varphi^0 = 1 = F_2$, $\varphi \le 2 = F_3$. Therefore $\varphi^n \le F_{n+2}$. Since $0 < r < 1$, a larger exponent gives a smaller power, and $2e_{n+1} \le r^{\varphi^n}$.

## The residual, the step and a run in Lean

```lean
import Mathlib

namespace SecantGoldenOrder

noncomputable section

variable {𝕜 : Type*} [RCLike 𝕜] {c : 𝕜}
```

The numbers live in `𝕜`, which is either the real or the complex field, and `c` is the curvature constant.

```lean
/-- The model residual `R(x) = x + c x²`, with a root at `x = 0`. -/
def residual (c x : 𝕜) : 𝕜 := x + c * x ^ 2

/-- The secant update from the older point `y` and the newer point `x`, for a residual with
`R x ≠ R y`. -/
def secantStep (R : 𝕜 → 𝕜) (y x : 𝕜) : 𝕜 := x - R x * (x - y) / (R x - R y)
```

The update is defined for any residual function by the general secant formula, so the closed form has to be derived. The older point is the first of the two point arguments.

```lean
/-- A secant iteration on the residual `x + c x²` with `c ≠ 0`, started from two distinct
points, neither of which is the root `0`. -/
structure SecantRun (c : 𝕜) (u : ℕ → 𝕜) : Prop where
  curved : c ≠ 0
  start_zero : u 0 ≠ 0
  start_one : u 1 ≠ 0
  distinct : u 1 ≠ u 0
  step : ∀ n, u (n + 2) = secantStep (residual c) (u n) (u (n + 1))
```

Here `u n` is $x_n$, and `step` produces `u (n + 2)` from `u n` and `u (n + 1)`. When $|cx_0|$ and $|cx_1|$ are at most $\tfrac14$, as in the theorems below, the other fields keep a run from meeting $0/0$. Equal starting points give it at once. If $c = 0$, or if a starting point in this region is the root, the run lands on the root, stays there, and soon has two equal residuals. Lean assigns the value $0$ to a division by zero, so `step` alone does not say that the quotients are meaningful; that is proved below.

## The closed form and its denominator

```lean
/-- The difference of two residuals is the difference of the points times `1 + c (x + y)`. -/
theorem residual_sub (c x y : 𝕜) :
    residual c x - residual c y = (x - y) * (1 + c * (x + y)) := by
  unfold residual
  ring

/-- For distinct points with `1 + c (x + y) ≠ 0`, the secant step is
`c x y / (1 + c (x + y))`. -/
theorem secantStep_residual {x y : 𝕜} (hxy : x ≠ y) (hD : 1 + c * (x + y) ≠ 0) :
    secantStep (residual c) y x = c * x * y / (1 + c * (x + y)) := by
  have h : x - y ≠ 0 := sub_ne_zero.mpr hxy
  unfold secantStep
  -- the common factor `x - y` cancels
  rw [residual_sub, mul_comm (residual c x), mul_div_mul_left _ _ h, eq_div_iff hD, sub_mul,
    div_mul_cancel₀ _ hD]
  unfold residual
  ring
```

The first theorem is the factorisation. The second states the closed form under exactly the two conditions used by hand, distinct points and $D \ne 0$. Its proof cancels `x - y`, multiplies through by the denominator, and leaves a polynomial identity to `ring`.

```lean
/-- If `2|c x|` and `2|c y|` are at most `1/2`, the secant denominator `1 + c (x + y)` has
modulus between `1/2` and `3/2`. -/
theorem denominator_bounds {x y : 𝕜} (hx : 2 * ‖c * x‖ ≤ 1 / 2) (hy : 2 * ‖c * y‖ ≤ 1 / 2) :
    1 / 2 ≤ ‖1 + c * (x + y)‖ ∧ ‖1 + c * (x + y)‖ ≤ 3 / 2 := by
  have h : ‖c * (x + y)‖ ≤ 1 / 2 := by
    rw [mul_add]
    linarith [norm_add_le (c * x) (c * y)]
  have h1 := norm_sub_le (1 + c * (x + y)) (c * (x + y))
  have h2 := norm_add_le (1 : 𝕜) (c * (x + y))
  rw [add_sub_cancel_right, norm_one] at h1
  rw [norm_one] at h2
  constructor <;> linarith
```

The norm `‖ ‖` is the absolute value or complex modulus. The triangle inequality is used three times: once to bound $|c(x+y)|$ by $\tfrac12$, and once for each side of the estimate of $|1 + c(x+y)|$.

## One step, bounded on both sides

```lean
/-- For distinct points with `2|c x|` and `2|c y|` at most `1/2`, the scaled error after a secant
step is bounded above and below by multiples of the product of the two previous ones. -/
theorem step_bounds {x y : 𝕜} (hxy : x ≠ y)
    (hx : 2 * ‖c * x‖ ≤ 1 / 2) (hy : 2 * ‖c * y‖ ≤ 1 / 2) :
    2 * ‖c * secantStep (residual c) y x‖ ≤ (2 * ‖c * x‖) * (2 * ‖c * y‖) ∧
      2 / 3 * (‖c * x‖ * ‖c * y‖) ≤ ‖c * secantStep (residual c) y x‖ := by
  obtain ⟨hlo, hhi⟩ := denominator_bounds hx hy
  have hD : 1 + c * (x + y) ≠ 0 := norm_pos_iff.mp (by linarith)
  -- the exact error relation, cleared of its denominator
  have hm : ‖c * secantStep (residual c) y x‖ * ‖1 + c * (x + y)‖ = ‖c * x‖ * ‖c * y‖ := by
    rw [← norm_mul, ← norm_mul, secantStep_residual hxy hD, mul_assoc, div_mul_cancel₀ _ hD]
    congr 1
    ring
  have ha := norm_nonneg (c * secantStep (residual c) y x)
  have h1 := mul_le_mul_of_nonneg_left hlo ha
  have h2 := mul_le_mul_of_nonneg_left hhi ha
  constructor <;> nlinarith
```

The hypothesis `hxy` and the lower bound on the denominator supply what the closed form needs. The intermediate statement `hm` is the relation $e_{n+2}|D| = e_{n+1}e_n$. Multiplying the two bounds on $|D|$ by the new error and comparing with `hm` gives both conclusions. The second is written as $e_{n+2} \ge \tfrac23 e_{n+1}e_n$, which is the earlier form before multiplication by $\tfrac23$.

```lean
/-- If a secant run starts with `2|c x₀|` and `2|c x₁|` at most `1/2`, all iterates stay in this
region, none is exactly `0`, and consecutive iterates are distinct. -/
theorem iterates_regular {u : ℕ → 𝕜} (hu : SecantRun c u)
    (h0 : 2 * ‖c * u 0‖ ≤ 1 / 2) (h1 : 2 * ‖c * u 1‖ ≤ 1 / 2) (n : ℕ) :
    u n ≠ 0 ∧ u (n + 1) ≠ 0 ∧ u (n + 1) ≠ u n ∧
      2 * ‖c * u n‖ ≤ 1 / 2 ∧ 2 * ‖c * u (n + 1)‖ ≤ 1 / 2 := by
  induction n with
  | zero => exact ⟨hu.start_zero, hu.start_one, hu.distinct, h0, h1⟩
  | succ n ih =>
    obtain ⟨hy0, hx0, hxy, hy, hx⟩ := ih
    obtain ⟨hup, hlow⟩ := step_bounds hxy hx hy
    rw [← hu.step n] at hup hlow
    have px : 0 < ‖c * u (n + 1)‖ := norm_pos_iff.mpr (mul_ne_zero hu.curved hx0)
    have py : 0 < ‖c * u n‖ := norm_pos_iff.mpr (mul_ne_zero hu.curved hy0)
    have pxy := mul_pos px py
    -- the error at least halves, so the new point differs from the last one
    have hhalf : ‖c * u (n + 2)‖ ≤ 1 / 2 * ‖c * u (n + 1)‖ := by
      have := mul_le_mul_of_nonneg_left hy px.le
      nlinarith
    refine ⟨hx0, ?_, ?_, hx, ?_⟩
    · intro h
      change u (n + 2) = 0 at h
      rw [h, mul_zero, norm_zero] at hlow
      linarith
    · intro h
      change u (n + 2) = u (n + 1) at h
      rw [h] at hhalf
      linarith
    · change 2 * ‖c * u (n + 2)‖ ≤ 1 / 2
      linarith
```

This is the induction that keeps the run going. Its statement carries two consecutive iterates, because each step needs both. The inequality `hhalf` is $e_{n+2} \le \tfrac12 e_{n+1}$. If the new point were zero, the lower bound `hlow` would fail; if it equalled the previous point, `hhalf` would fail.

## Fibonacci exponents from above and below

```lean
/-- If a secant run starts with `2|c x₀|` and `2|c x₁|` at most `r ≤ 1/2`, no secant step divides
by zero, and `2|c xₙ| ≤ r ^ fib (n + 1)` for every `n`. -/
theorem secant_fibonacci_convergence {u : ℕ → 𝕜} {r : ℝ} (hu : SecantRun c u) (hr : r ≤ 1 / 2)
    (h0 : 2 * ‖c * u 0‖ ≤ r) (h1 : 2 * ‖c * u 1‖ ≤ r) :
    (∀ n, residual c (u (n + 1)) - residual c (u n) ≠ 0) ∧
      ∀ n, 2 * ‖c * u n‖ ≤ r ^ Nat.fib (n + 1) := by
  have reg := iterates_regular hu (h0.trans hr) (h1.trans hr)
  have hr0 : 0 ≤ r := le_trans (by positivity) h0
  constructor
  · intro n
    obtain ⟨-, -, hxy, hy, hx⟩ := reg n
    rw [residual_sub]
    exact mul_ne_zero (sub_ne_zero.mpr hxy)
      (norm_pos_iff.mp (by linarith [(denominator_bounds hx hy).1]))
  · have key : ∀ n, 2 * ‖c * u n‖ ≤ r ^ Nat.fib (n + 1) ∧
        2 * ‖c * u (n + 1)‖ ≤ r ^ Nat.fib (n + 2) := by
      intro n
      induction n with
      | zero => simpa using And.intro h0 h1
      | succ n ih =>
        obtain ⟨-, -, hxy, hy, hx⟩ := reg n
        have hs := (step_bounds hxy hx hy).1
        rw [← hu.step n] at hs
        have hf : Nat.fib (n + 3) = Nat.fib (n + 1) + Nat.fib (n + 2) := Nat.fib_add_two
        refine ⟨ih.2, ?_⟩
        change 2 * ‖c * u (n + 2)‖ ≤ r ^ Nat.fib (n + 3)
        -- errors multiply, so exponents add
        rw [hf, pow_add, mul_comm]
        have := mul_le_mul ih.2 ih.1 (by positivity) (by positivity)
        linarith
    exact fun n => (key n).1
```

The theorem has two conclusions for a run with $2|cx_0|$ and $2|cx_1|$ at most $r \le \tfrac12$. First, the residual difference in every secant step is nonzero, including the step from the two starting points. Second, $2|cx_n| \le r^{F_{n+1}}$ for every $n$, where `Nat.fib (n + 1)` is $F_{n+1}$.

The first follows from the factorisation, since both factors are nonzero. For the second, the auxiliary claim `key` again carries two neighbouring indices. The rewriting with `hf` and `pow_add` splits $r^{F_{n+3}}$ into the product of the two previous bounds, and `mul_le_mul` multiplies the induction hypotheses.

```lean
/-- If a secant run starts with `2|c x₀|` and `2|c x₁|` at most `1/2`, and `(2/3)|c x₀|` and
`(2/3)|c x₁|` are at least `s ≥ 0`, then `(2/3)|c xₙ| ≥ s ^ fib (n + 1)` for every `n`. -/
theorem secant_fibonacci_lower {u : ℕ → 𝕜} {s : ℝ} (hu : SecantRun c u) (hs : 0 ≤ s)
    (h0 : 2 * ‖c * u 0‖ ≤ 1 / 2) (h1 : 2 * ‖c * u 1‖ ≤ 1 / 2)
    (s0 : s ≤ 2 / 3 * ‖c * u 0‖) (s1 : s ≤ 2 / 3 * ‖c * u 1‖) (n : ℕ) :
    s ^ Nat.fib (n + 1) ≤ 2 / 3 * ‖c * u n‖ := by
  have key : ∀ n, s ^ Nat.fib (n + 1) ≤ 2 / 3 * ‖c * u n‖ ∧
      s ^ Nat.fib (n + 2) ≤ 2 / 3 * ‖c * u (n + 1)‖ := by
    intro n
    induction n with
    | zero => simpa using And.intro s0 s1
    | succ n ih =>
      obtain ⟨-, -, hxy, hy, hx⟩ := iterates_regular hu h0 h1 n
      have hl := (step_bounds hxy hx hy).2
      rw [← hu.step n] at hl
      have hf : Nat.fib (n + 3) = Nat.fib (n + 1) + Nat.fib (n + 2) := Nat.fib_add_two
      refine ⟨ih.2, ?_⟩
      change s ^ Nat.fib (n + 3) ≤ 2 / 3 * ‖c * u (n + 2)‖
      rw [hf, pow_add]
      have := mul_le_mul ih.1 ih.2 (by positivity) (by positivity)
      nlinarith
  exact (key n).1
```

The lower bound has the same structure with the inequalities reversed. It has content when $s > 0$, and such an $s$ always exists because neither starting point is the root. Taking logarithms of the two theorems shows that $\log(1/|cx_n|)$ lies between two positive multiples of $F_{n+1}$, up to additive constants. The number of correct digits thus grows like the Fibonacci numbers, neither more slowly nor faster.

## The golden ratio in the exponent

```lean
/-- Powers of the golden ratio are bounded by Fibonacci numbers: `φⁿ ≤ fib (n + 2)`. -/
theorem golden_pow_le_fib (n : ℕ) : ((1 + √5) / 2) ^ n ≤ (Nat.fib (n + 2) : ℝ) := by
  have h5 : √5 ^ 2 = (5 : ℝ) := Real.sq_sqrt (by norm_num)
  have key : ∀ n : ℕ, ((1 + √5) / 2) ^ n ≤ (Nat.fib (n + 2) : ℝ) ∧
      ((1 + √5) / 2) ^ (n + 1) ≤ (Nat.fib (n + 3) : ℝ) := by
    intro n
    induction n with
    | zero =>
      have h2 : Nat.fib 2 = 1 := by decide
      have h3 : Nat.fib 3 = 2 := by decide
      norm_num [h2, h3]
      nlinarith [Real.sqrt_nonneg 5]
    | succ n ih =>
      have hf : Nat.fib (n + 4) = Nat.fib (n + 2) + Nat.fib (n + 3) := Nat.fib_add_two
      refine ⟨ih.2, ?_⟩
      change ((1 + √5) / 2) ^ (n + 2) ≤ (Nat.fib (n + 4) : ℝ)
      -- the golden ratio satisfies `φ² = φ + 1`
      have hg : ((1 + √5) / 2) ^ (n + 2) =
          ((1 + √5) / 2) ^ n + ((1 + √5) / 2) ^ (n + 1) := by
        linear_combination ((1 + √5) / 2) ^ n / 4 * h5
      rw [hg, hf, Nat.cast_add]
      exact add_le_add ih.1 ih.2
  exact (key n).1
```

The induction carries two neighbouring powers. The equation `hg` is $\varphi^{n+2} = \varphi^n + \varphi^{n+1}$, obtained from $(\sqrt5)^2 = 5$, and it matches the Fibonacci recursion `hf` term by term.

```lean
/-- If a secant run starts with `2|c x₀|` and `2|c x₁|` at most `r ≤ 1/2`, then
`2|c xₙ₊₁| ≤ r ^ (φⁿ)` with the golden ratio `φ = (1 + √5)/2`. -/
theorem secant_golden_convergence {u : ℕ → 𝕜} {r : ℝ} (hu : SecantRun c u) (hr : r ≤ 1 / 2)
    (h0 : 2 * ‖c * u 0‖ ≤ r) (h1 : 2 * ‖c * u 1‖ ≤ r) (n : ℕ) :
    2 * ‖c * u (n + 1)‖ ≤ r ^ (((1 + √5) / 2) ^ n : ℝ) := by
  have hp : 0 < ‖c * u 0‖ := norm_pos_iff.mpr (mul_ne_zero hu.curved hu.start_zero)
  have h := (secant_fibonacci_convergence hu hr h0 h1).2 (n + 1)
  rw [← Real.rpow_natCast] at h
  exact h.trans (Real.rpow_le_rpow_of_exponent_ge (by linarith) (by linarith)
    (golden_pow_le_fib n))

end

end SecantGoldenOrder
```

The exponent $\varphi^n$ is a real number, so the natural power of $r$ is first rewritten as a real power. Comparing exponents requires $0 < r \le 1$; positivity comes from the nonzero starting error. The index is shifted by one: the exponent $\varphi^n$ belongs to $x_{n+1}$.

Textbooks often define order $\varphi$ by a limit, requiring $|x_{n+1}|/|x_n|^{\varphi}$ to tend to a positive constant. The theorems here bound the errors themselves and say nothing about that ratio.

In electronic-structure work the result bears on the extrapolation of self-consistency cycles, for a single parameter with an exactly quadratic residual. There, in exact arithmetic, it gives a starting region in which two-point extrapolation from distinct inputs, neither of them already the solution, is always defined and, on average over many cycles, multiplies the number of correct digits by about $1.6$ per cycle.

```lean
#print axioms SecantGoldenOrder.secant_fibonacci_lower
-- 'SecantGoldenOrder.secant_fibonacci_lower' depends on axioms: [propext, Classical.choice, Quot.sound]
#print axioms SecantGoldenOrder.secant_golden_convergence
-- 'SecantGoldenOrder.secant_golden_convergence' depends on axioms: [propext, Classical.choice, Quot.sound]
```
